# Normal mass shift between hydrogen and deuterium in the reduced-mass model

## Two isotopes, one spectrum

If the nucleus is held fixed, as though infinitely heavy, the nonrelativistic Coulomb model gives hydrogen and deuterium the same spectrum. The splitting between their Balmer-alpha lines, nearly 0.18 nm, is then missing. Letting the nucleus move restores it through the reduced mass.

Masses are in electron masses. An electron with momentum \(\mathbf p\) and a nucleus of mass \(M\) with momentum \(\mathbf q\) have relative momentum \(\boldsymbol\pi=(M\mathbf p-\mathbf q)/(M+1)\) and reduced mass \(\mu=M/(M+1)\). Over a common denominator,

\[
\frac{(\mathbf p+\mathbf q)^2}{2(M+1)}+\frac{\boldsymbol\pi^2}{2\mu}
=\frac{M(\mathbf p+\mathbf q)^2+(M\mathbf p-\mathbf q)^2}{2M(M+1)} .
\]

The cross terms \(\pm2M\,\mathbf p\cdot\mathbf q\) cancel, which leaves

\[
\frac{M(M+1)\mathbf p^2+(M+1)\mathbf q^2}{2M(M+1)}=\frac{\mathbf p^2}{2}+\frac{\mathbf q^2}{2M}.
\]

The Coulomb potential depends only on the separation of the two particles, to which \(\boldsymbol\pi\) is the conjugate momentum, so the internal motion is that of one particle of mass \(\mu\). Coulomb binding energies are proportional to this mass, so level \(n\) is taken to be \(-R\mu/n^2\), where \(R\) is the infinite-mass Rydberg constant.

## Shifts of a general line

For \(0<n<k\), put \(g=1/n^2-1/k^2>0\). The line between levels \(n\) and \(k\) is

\[
\nu_M=-\frac{R\mu}{k^2}+\frac{R\mu}{n^2}=R\mu g .
\]

If \(R\) is a wavenumber, the wavelength is \(\lambda_M=1/(R\mu g)\), so \(\lambda_M Rg=1/\mu=1+1/M\). Subtracting the same relation for a heavier nucleus \(M'>M\) gives

\[
(\lambda_M-\lambda_{M'})\,Rg=\frac1M-\frac1{M'}>0 .
\]

If \(R\) is a frequency, the shift comes from the change in reduced mass:

\[
\nu_{M'}-\nu_M=Rg\left(\frac{M'}{M'+1}-\frac{M}{M+1}\right)=Rg\,\frac{M'-M}{(M+1)(M'+1)}>0 .
\]

The heavier isotope has the shorter wavelength and the higher frequency.

## Balmer-alpha and Lyman-alpha

Let \(P=1836.15267\) and \(D=3670.48297\) be the proton and deuteron masses. Balmer-alpha has \(n=2\), \(k=3\) and \(g=5/36\). With \(R=10973731.568\ \mathrm{m^{-1}}\),

\[
\lambda_P-\lambda_D=\frac{36}{5R}\left(\frac1P-\frac1D\right)\approx0.1786\ \mathrm{nm}.
\]

Lyman-alpha has \(n=1\), \(k=2\) and \(g=3/4\). With \(R=3.28984196\times10^{15}\ \mathrm{Hz}\),

\[
\nu_D-\nu_P=\frac34R\left(\frac{D}{D+1}-\frac{P}{P+1}\right)\approx671.0\ \mathrm{GHz}.
\]

The theorems place these shifts between 0.178 and 0.179 nm and between 670.9 and 671.1 GHz.

## How the Lean definitions encode the model

`reducedMass`, `level`, `line` and `termGap` are \(\mu\), \(-R\mu/n^2\), \(\nu_M\) and \(g\). `wavelength` is the reciprocal of `line`, a vacuum wavelength when `R` is a wavenumber. Units are a reading of the real numbers: metres in `balmer_alpha_shift`, hertz in `lyman_alpha_shift`. The four constants are exact decimals without uncertainties.

Momenta are real vectors of type `Fin 3 → ℝ`, so the separation is an identity between classical kinetic energies. The level formula is a definition, not derived from the Schrödinger equation. Relativistic corrections, including Breit recoil terms, are absent, as are radiative and nuclear-size effects.

For a nonrelativistic hydrogen atom with a point nucleus, the result gives the isotope shift that a clamped-nucleus electronic-structure calculation leaves out.

## The complete file

```lean
import Mathlib

open Matrix

namespace NormalMassShift

noncomputable section

/-- Reduced mass, in electron masses, of an electron and a nucleus of mass `M`. -/
def reducedMass (M : ℝ) : ℝ := M / (M + 1)

/-- Level `n` of a hydrogen isotope of nuclear mass `M`, in the units of the infinite-mass Rydberg
constant `R` (wavenumber or frequency). -/
def level (R M : ℝ) (n : ℕ) : ℝ := -(R * reducedMass M) / (n : ℝ) ^ 2

/-- The line between lower level `n` and upper level `k`, in the units of `R`. -/
def line (R M : ℝ) (n k : ℕ) : ℝ := level R M k - level R M n

/-- Vacuum wavelength of the line, for `R` given as a wavenumber. -/
def wavelength (R M : ℝ) (n k : ℕ) : ℝ := 1 / line R M n k

/-- The Rydberg factor `1/n² - 1/k²` of a line. -/
def termGap (n k : ℕ) : ℝ := 1 / (n : ℝ) ^ 2 - 1 / (k : ℝ) ^ 2

/-- Proton mass in electron masses. -/
def protonMass : ℝ := 1836.15267

/-- Deuteron mass in electron masses. -/
def deuteronMass : ℝ := 3670.48297

/-- Infinite-mass Rydberg constant per metre. -/
def rydbergWavenumber : ℝ := 10973731.568

/-- Infinite-mass Rydberg frequency in hertz. -/
def rydbergFrequency : ℝ := 3.28984196e15

/-- The kinetic energy of an electron with momentum `p` and a nucleus with momentum `q` is that
of the total momentum with the total mass plus that of the relative momentum with the
reduced mass. -/
theorem kinetic_energy_separation {M : ℝ} (hM : 0 < M) (p q : Fin 3 → ℝ) :
    (p ⬝ᵥ p) / 2 + (q ⬝ᵥ q) / (2 * M) =
      ((p + q) ⬝ᵥ (p + q)) / (2 * (M + 1)) +
      (((1 / (M + 1)) • (M • p - q)) ⬝ᵥ ((1 / (M + 1)) • (M • p - q))) /
        (2 * reducedMass M) := by
  have h1 : M + 1 ≠ 0 := by positivity
  have h0 : M ≠ 0 := hM.ne'
  simp only [dotProduct, Fin.sum_univ_three, Pi.add_apply, Pi.smul_apply, Pi.sub_apply,
    smul_eq_mul, reducedMass]
  field_simp
  ring

/-- A line is the Rydberg constant times the reduced mass times the Rydberg factor. -/
theorem line_eq (R M : ℝ) (n k : ℕ) :
    line R M n k = R * reducedMass M * termGap n k := by
  unfold line level termGap
  ring

/-- The Rydberg factor is positive when the upper level lies above the lower one. -/
theorem termGap_pos {n k : ℕ} (hn : 0 < n) (hk : n < k) : 0 < termGap n k := by
  have hn' : (0 : ℝ) < n := by exact_mod_cast hn
  have hk' : (n : ℝ) < k := by exact_mod_cast hk
  have hsq : (n : ℝ) ^ 2 < (k : ℝ) ^ 2 := by nlinarith
  exact sub_pos.mpr (one_div_lt_one_div_of_lt (by positivity) hsq)

/-- Measured in units of its infinite-mass value, the wavelength of a line is `1 + 1/M`. -/
theorem wavelength_mul {R M : ℝ} {n k : ℕ} (hR : 0 < R) (hM : 0 < M)
    (hn : 0 < n) (hk : n < k) :
    wavelength R M n k * (R * termGap n k) = 1 + 1 / M := by
  have hg : termGap n k ≠ 0 := (termGap_pos hn hk).ne'
  have h1 : M + 1 ≠ 0 := by positivity
  have h0 : M ≠ 0 := hM.ne'
  have hR0 : R ≠ 0 := hR.ne'
  rw [wavelength, line_eq, reducedMass]
  field_simp

/-- Wavelength shift between two isotopes: in units of the infinite-mass wavelength it is the
difference of the inverse nuclear masses, and the heavier isotope has the shorter wavelength. -/
theorem wavelength_isotope_shift {R M M' : ℝ} {n k : ℕ} (hR : 0 < R) (hM : 0 < M)
    (hMM : M < M') (hn : 0 < n) (hk : n < k) :
    (wavelength R M n k - wavelength R M' n k) * (R * termGap n k) = 1 / M - 1 / M' ∧
      wavelength R M' n k < wavelength R M n k := by
  have e := wavelength_mul hR hM hn hk
  have e' := wavelength_mul hR (hM.trans hMM) hn hk
  have hinv : 1 / M' < 1 / M := one_div_lt_one_div_of_lt hM hMM
  have hc : 0 < R * termGap n k := mul_pos hR (termGap_pos hn hk)
  refine ⟨by linear_combination e - e', ?_⟩
  -- compare the two wavelengths after multiplying by the positive infinite-mass wavenumber
  exact lt_of_mul_lt_mul_right (by rw [e, e']; linarith) hc.le

/-- Frequency shift between two isotopes: it is proportional to the mass difference over the
product of the total masses, and the heavier isotope has the higher frequency. -/
theorem frequency_isotope_shift {R M M' : ℝ} {n k : ℕ} (hR : 0 < R) (hM : 0 < M)
    (hMM : M < M') (hn : 0 < n) (hk : n < k) :
    line R M' n k - line R M n k =
        R * termGap n k * ((M' - M) / ((M + 1) * (M' + 1))) ∧
      line R M n k < line R M' n k := by
  have hM' : 0 < M' := hM.trans hMM
  have h1 : M + 1 ≠ 0 := by positivity
  have h2 : M' + 1 ≠ 0 := by positivity
  -- the shift comes entirely from the change of the reduced mass
  have key : reducedMass M' - reducedMass M = (M' - M) / ((M + 1) * (M' + 1)) := by
    unfold reducedMass
    field_simp
    ring
  have e : line R M' n k - line R M n k =
      R * termGap n k * ((M' - M) / ((M + 1) * (M' + 1))) := by
    rw [line_eq, line_eq, ← key]
    ring
  have hpos : 0 < R * termGap n k * ((M' - M) / ((M + 1) * (M' + 1))) :=
    mul_pos (mul_pos hR (termGap_pos hn hk)) (div_pos (sub_pos.mpr hMM) (by positivity))
  exact ⟨e, by linarith⟩

/-- The Balmer-alpha wavelength of hydrogen exceeds that of deuterium by
`(36/(5R))(1/P - 1/D)`, which lies between 0.178 and 0.179 nm (stated in metres). -/
theorem balmer_alpha_shift :
    wavelength rydbergWavenumber protonMass 2 3 - wavelength rydbergWavenumber deuteronMass 2 3
        = 36 / (5 * rydbergWavenumber) * (1 / protonMass - 1 / deuteronMass) ∧
      0.178e-9 < 36 / (5 * rydbergWavenumber) * (1 / protonMass - 1 / deuteronMass) ∧
      36 / (5 * rydbergWavenumber) * (1 / protonMass - 1 / deuteronMass) < 0.179e-9 := by
  refine ⟨?_, ?_, ?_⟩ <;>
    norm_num [wavelength, line, level, reducedMass, rydbergWavenumber, protonMass, deuteronMass]

/-- The Lyman-alpha frequency of deuterium exceeds that of hydrogen by three quarters of the
Rydberg frequency times the difference of the reduced masses, which lies between 670.9 and
671.1 GHz (stated in hertz). -/
theorem lyman_alpha_shift :
    line rydbergFrequency deuteronMass 1 2 - line rydbergFrequency protonMass 1 2
        = 0.75 * rydbergFrequency * (reducedMass deuteronMass - reducedMass protonMass) ∧
      670.9e9 < 0.75 * rydbergFrequency *
        (reducedMass deuteronMass - reducedMass protonMass) ∧
      0.75 * rydbergFrequency *
        (reducedMass deuteronMass - reducedMass protonMass) < 671.1e9 := by
  refine ⟨?_, ?_, ?_⟩ <;>
    norm_num [line, level, reducedMass, rydbergFrequency, protonMass, deuteronMass]

end

end NormalMassShift
```

```lean
#print axioms NormalMassShift.wavelength_isotope_shift
-- 'NormalMassShift.wavelength_isotope_shift' depends on axioms: [propext, Classical.choice, Quot.sound]
#print axioms NormalMassShift.frequency_isotope_shift
-- 'NormalMassShift.frequency_isotope_shift' depends on axioms: [propext, Classical.choice, Quot.sound]
#print axioms NormalMassShift.balmer_alpha_shift
-- 'NormalMassShift.balmer_alpha_shift' depends on axioms: [propext, Classical.choice, Quot.sound]
#print axioms NormalMassShift.lyman_alpha_shift
-- 'NormalMassShift.lyman_alpha_shift' depends on axioms: [propext, Classical.choice, Quot.sound]
```

## From the algebra to the numerical bounds

`kinetic_energy_separation` expands the dot products into three components; `field_simp` clears the denominators and `ring` confirms the cancellation of cross terms. `line_eq` is the factorisation \(R\mu g\). `termGap_pos` first shows \(n^2<k^2\), then takes reciprocals.

`wavelength_mul` substitutes the factorised line and clears denominators, using the positivity of \(g\) to know that it is nonzero. In `wavelength_isotope_shift`, `linear_combination e - e'` subtracts this relation for the two masses. The ordering follows by comparing the wavelengths after multiplication by the positive number \(Rg\).

In `frequency_isotope_shift`, `key` is the difference of reduced masses over a common denominator. Multiplying by \(Rg\) gives the shift, and the positivity of each factor gives its sign.

The last two theorems each have three parts: the modelled shift equals the closed formula, and the formula satisfies a lower and an upper bound. `norm_num` unfolds the definitions and settles all three by exact rational arithmetic, without calling the general shift theorems.
